# A Hohenberg–Kohn inequality for the ground-state densities of one particle on a finite lattice

Take one particle on two sites, 0 and 1, with hopping amplitude −1. Give the sites the potential v = (3/4, 4/3), then the mirrored potential v' = (4/3, 3/4). The energy of a state w in the first potential is

(3/4)|w₀|² + (4/3)|w₁|² − 2 Re(w̄₀ w₁) = |3w₀ − 4w₁|² / 12.

It is never negative, and it vanishes for the normalized vector u = (4/5, 3/5). By symmetry, u' = (3/5, 4/5) has the lowest energy, again 0, in the second potential. Each vector costs 49/300 in the other's potential. The hopping energy is the same for both vectors, so these costs come from the potential alone. With densities n = (16/25, 9/25) and n' = (9/25, 16/25),

∑ (v_i − v'_i)(n_i − n'_i) = −49/300 − 49/300 = −49/150.

The sum is minus the total of two excess energies. That is the whole mechanism, and two sites are the fewest that show it: on one site every normalized vector is a ground vector.

## The sign of ∑ (v_i − v'_i)(n_i − n'_i)

Let T be a Hermitian matrix on a finite set of sites, let v and v' be real site potentials, and put H = T + diag(v) and H' = T + diag(v'). Let u and u' be normalized ground vectors of H and H', with densities n_i = |u_i|² and n'_i = |u'_i|². If u' is not a ground vector of H, then

∑ (v_i − v'_i)(n_i − n'_i) < 0.

The condition on u' excludes, for example, potentials that differ only by a constant, for which the sum is zero. Ground levels may be degenerate.

If instead n = n', then v − v' takes a single value on all sites where the density is nonzero.

## Potential inversion and a sign check

A code that reconstructs the site potential of a finite one-particle lattice model from a target density relies on that density to fix the potential up to a constant. The equal-density result supports this on occupied sites, provided that the target is a ground-state density for the given T.

The inequality also gives a check on two runs with the same T. A sum that is positive beyond numerical error means that something is wrong. For example, a vector is not a ground vector for its own potential, T changed between the runs, or the potential and density arrays use different site orders.

## From the variational principle to the inequality

Write ⟨x, y⟩ = ∑ x̄_i y_i, ‖x‖² = ⟨x, x⟩ and ε(H, x) = Re⟨x, Hx⟩. A ground vector u of H satisfies ‖u‖ = 1 and Hu = Eu, with E‖w‖² ≤ ε(H, w) for every w. Hence ε(H, u) = E.

First, a vector w that attains the bound satisfies Hw = Ew. For real t and any g, the cross terms t⟨w, Hg⟩ and t⟨g, Hw⟩ are complex conjugates because H is Hermitian, so

ε(H, w + tg) = ε(H, w) + 2t Re⟨g, Hw⟩ + t² ε(H, g).

Suppose ε(H, w) = E‖w‖² and choose the residual g = Hw − Ew. Subtracting E‖w + tg‖² from the expansion and using the lower bound gives

0 ≤ 2t‖g‖² + t²K, where K = ε(H, g) − E‖g‖² ≥ 0.

At t = −‖g‖²/(K + 1) the right-hand side equals −‖g‖⁴(K + 2)/(K + 1)². This is nonnegative only if g = 0, so Hw = Ew.

A normalized w with energy E is therefore itself a ground vector. Every normalized vector that is not a ground vector has energy strictly above E.

Now split the energy:

ε(H, x) = ε(T, x) + ∑ v_i |x_i|².

Since u' is not a ground vector of H, the comparison in H is strict. The one in H' need only be weak:

ε(T, u) + ∑ v_i n_i < ε(T, u') + ∑ v_i n'_i

ε(T, u') + ∑ v'_i n'_i ≤ ε(T, u) + ∑ v'_i n_i

Adding the two lines cancels the T terms, and collecting the rest on the left gives the inequality.

If the densities are equal, the sum is zero, so u' must be a ground vector of H as well. Let E' be the eigenvalue of H' for u'. The two eigenvalue equations for u' at site i are

(Tu')_i + v_i u'_i = E u'_i

(Tu')_i + v'_i u'_i = E' u'_i

Subtraction gives (v_i − v'_i) u'_i = (E − E') u'_i. Wherever u'_i ≠ 0, the potential difference is E − E'.

## The Lean file

```lean
import Mathlib

open Matrix

namespace LatticeHohenbergKohn

noncomputable section

variable {n : Type*} [Fintype n] [DecidableEq n]

/-- The density of the state `x` at site `i`. -/
def density (x : n → ℂ) (i : n) : ℝ := ‖x i‖ ^ 2

/-- The real part of the expectation value of `H` in the (not necessarily normalized) state `x`. -/
def energy (H : Matrix n n ℂ) (x : n → ℂ) : ℝ := (star x ⬝ᵥ (H *ᵥ x)).re

/-- The lattice Hamiltonian with fixed part `T` and real site potential `v`. -/
def hamiltonian (T : Matrix n n ℂ) (v : n → ℝ) : Matrix n n ℂ :=
  T + Matrix.diagonal (fun i => (v i : ℂ))

/-- A ground vector of `H` is a normalized eigenvector whose eigenvalue bounds the energy of
every vector from below, in units of its squared norm. -/
def IsGround (H : Matrix n n ℂ) (u : n → ℂ) : Prop :=
  ∑ i, density u i = 1 ∧ ∃ E : ℝ, H *ᵥ u = (E : ℂ) • u ∧
    ∀ w : n → ℂ, E * ∑ i, density w i ≤ energy H w

/-- The expectation value of the identity is the total density. -/
theorem energy_one (x : n → ℂ) : energy 1 x = ∑ i, density x i := by
  rw [energy, Matrix.one_mulVec]
  simp only [dotProduct, Complex.re_sum]
  refine Finset.sum_congr rfl fun i _ => ?_
  rw [density, Complex.sq_norm, Complex.normSq_apply]
  simp only [Pi.star_apply, Complex.star_def, Complex.mul_re, Complex.conj_re, Complex.conj_im]
  ring

/-- The energy for `hamiltonian T v` is the energy for `T` plus the potential summed against the
density. -/
theorem energy_hamiltonian (T : Matrix n n ℂ) (v : n → ℝ) (x : n → ℂ) :
    energy (hamiltonian T v) x = energy T x + ∑ i, v i * density x i := by
  rw [energy, hamiltonian, Matrix.add_mulVec, dotProduct_add, Complex.add_re, energy]
  congr 1
  simp only [dotProduct, Complex.re_sum]
  refine Finset.sum_congr rfl fun i _ => ?_
  rw [Matrix.mulVec_diagonal, density, Complex.sq_norm, Complex.normSq_apply]
  simp only [Pi.star_apply, Complex.star_def, Complex.mul_re, Complex.mul_im, Complex.conj_re,
    Complex.conj_im, Complex.ofReal_re, Complex.ofReal_im]
  ring

omit [DecidableEq n] in
/-- Second-order expansion of the energy when a state `u` is changed by `t` times `g`. -/
theorem energy_variation {H : Matrix n n ℂ} (hH : H.IsHermitian) (u g : n → ℂ) (t : ℝ) :
    energy H (u + (t : ℂ) • g) =
      energy H u + 2 * t * (star g ⬝ᵥ (H *ᵥ u)).re + t ^ 2 * energy H g := by
  have hsym : star u ⬝ᵥ (H *ᵥ g) = star (star g ⬝ᵥ (H *ᵥ u)) := by
    have h : star u ⬝ᵥ (H *ᵥ g) = star (star (H *ᵥ g) ⬝ᵥ u) := Matrix.star_dotProduct _ _
    rw [h, Matrix.star_mulVec, hH.eq, ← Matrix.dotProduct_mulVec]
  simp only [energy, star_add, star_smul, Matrix.mulVec_add, Matrix.mulVec_smul, add_dotProduct,
    dotProduct_add, smul_dotProduct, dotProduct_smul, smul_eq_mul, hsym, Complex.star_def,
    Complex.conj_ofReal, Complex.add_re, Complex.re_ofReal_mul, Complex.conj_re]
  ring

/-- For a Hermitian matrix, a state that attains a lower bound `E` of the energy per squared norm
satisfies the eigenvalue equation with eigenvalue `E`. -/
theorem eigen_of_minimal {H : Matrix n n ℂ} (hH : H.IsHermitian) {E : ℝ} {u : n → ℂ}
    (hlow : ∀ w : n → ℂ, E * ∑ i, density w i ≤ energy H w)
    (hu : energy H u = E * ∑ i, density u i) : H *ᵥ u = (E : ℂ) • u := by
  -- a quadratic without constant term that is never negative has no linear term
  have alg : ∀ N K : ℝ, 0 ≤ K → (∀ t : ℝ, 0 ≤ 2 * t * N + t ^ 2 * K) → N = 0 := by
    intro N K hK h
    have hK1 : K + 1 ≠ 0 := by positivity
    obtain ⟨t, ht⟩ : ∃ t : ℝ, N = -t * (K + 1) := ⟨-N / (K + 1), by field_simp⟩
    have h1 : t ^ 2 * (K + 2) ≤ 0 := by linear_combination h t + 2 * t * ht
    have h2 : t ^ 2 = 0 := by nlinarith [sq_nonneg t, mul_nonneg (sq_nonneg t) hK]
    have h3 : t = 0 := pow_eq_zero_iff two_ne_zero |>.mp h2
    rw [ht, h3]
    ring
  -- vary the state along the residual of the eigenvalue equation
  obtain ⟨g, hg⟩ : ∃ g, g = H *ᵥ u - (E : ℂ) • u := ⟨_, rfl⟩
  have hx : ∀ y : n → ℂ, y ⬝ᵥ g = y ⬝ᵥ (H *ᵥ u) - (E : ℂ) * (y ⬝ᵥ u) := by
    intro y
    rw [hg, dotProduct_sub, dotProduct_smul, smul_eq_mul]
  have hc : energy 1 g = (star g ⬝ᵥ (H *ᵥ u)).re - E * (star g ⬝ᵥ u).re := by
    rw [energy, Matrix.one_mulVec, hx, Complex.sub_re, Complex.re_ofReal_mul]
  rw [← energy_one u] at hu
  have hN : energy 1 g = 0 := by
    refine alg _ (energy H g - E * energy 1 g) ?_ fun t => ?_
    · have h := hlow g
      rw [← energy_one g] at h
      linarith
    · have h := hlow (u + (t : ℂ) • g)
      rw [← energy_one (u + (t : ℂ) • g), energy_variation hH,
        energy_variation Matrix.isHermitian_one, Matrix.one_mulVec] at h
      linear_combination h + hu - 2 * t * hc
  have hpos : ∀ i ∈ Finset.univ, 0 ≤ density g i := by
    intro i _
    unfold density
    positivity
  rw [energy_one, Finset.sum_eq_zero_iff_of_nonneg hpos] at hN
  have hg0 : g = 0 := by
    funext i
    simpa [density] using hN i (Finset.mem_univ i)
  exact sub_eq_zero.mp (hg.symm.trans hg0)

/-- For a Hermitian matrix, the energy of a ground vector is at most that of any normalized state,
and strictly lower if that state is not itself a ground vector. -/
theorem ground_energy {H : Matrix n n ℂ} (hH : H.IsHermitian) {u w : n → ℂ}
    (hu : IsGround H u) (hw : ∑ i, density w i = 1) :
    energy H u ≤ energy H w ∧ (¬ IsGround H w → energy H u < energy H w) := by
  obtain ⟨hn, E, hE, hlow⟩ := hu
  have he : energy H u = E := by
    have h1 : (star u ⬝ᵥ u).re = 1 := by
      rw [← hn, ← energy_one u, energy, Matrix.one_mulVec]
    rw [energy, hE, dotProduct_smul, smul_eq_mul, Complex.re_ofReal_mul, h1, mul_one]
  have hle := hlow w
  rw [hw, mul_one] at hle
  refine ⟨he.le.trans hle, fun hnot => ?_⟩
  by_contra hlt
  have heq : energy H w = E * ∑ i, density w i := by
    rw [hw]
    linarith [not_lt.mp hlt]
  exact hnot ⟨hw, E, eigen_of_minimal hH hlow heq, hlow⟩

omit [Fintype n] in
/-- Adding a real site potential to a Hermitian matrix gives a Hermitian Hamiltonian. -/
theorem hamiltonian_hermitian {T : Matrix n n ℂ} (hT : T.IsHermitian) (v : n → ℝ) :
    (hamiltonian T v).IsHermitian := by
  unfold hamiltonian Matrix.IsHermitian
  rw [Matrix.conjTranspose_add, hT.eq, Matrix.diagonal_conjTranspose]
  congr 2
  funext i
  simp

/-- Lattice Hohenberg-Kohn inequality: if the ground vector `u'` for `v'` is not a ground vector
for `v`, the potential difference summed against the density difference is negative. -/
theorem potential_density_neg {T : Matrix n n ℂ} (hT : T.IsHermitian) {v v' : n → ℝ}
    {u u' : n → ℂ} (hu : IsGround (hamiltonian T v) u) (hu' : IsGround (hamiltonian T v') u')
    (hne : ¬ IsGround (hamiltonian T v) u') :
    ∑ i, (v i - v' i) * (density u i - density u' i) < 0 := by
  -- the variational principle, once for each Hamiltonian
  have h1 := (ground_energy (hamiltonian_hermitian hT v) hu hu'.1).2 hne
  have h2 := (ground_energy (hamiltonian_hermitian hT v') hu' hu.1).1
  simp only [energy_hamiltonian] at h1 h2
  have hs : ∑ i, (v i - v' i) * (density u i - density u' i) =
      ∑ i, v i * density u i - ∑ i, v i * density u' i
        - (∑ i, v' i * density u i - ∑ i, v' i * density u' i) := by
    simp only [← Finset.sum_sub_distrib]
    exact Finset.sum_congr rfl fun i _ => by ring
  linarith

/-- If ground vectors for `v` and `v'` have the same density, the one for `v'` is also a ground
vector for `v`. -/
theorem ground_of_same_density {T : Matrix n n ℂ} (hT : T.IsHermitian) {v v' : n → ℝ}
    {u u' : n → ℂ} (hu : IsGround (hamiltonian T v) u) (hu' : IsGround (hamiltonian T v') u')
    (hd : ∀ i, density u i = density u' i) : IsGround (hamiltonian T v) u' := by
  by_contra hne
  have h := potential_density_neg hT hu hu' hne
  simp [hd] at h

/-- Equal ground-state densities force the two potentials to differ by a single constant on all
sites where the density does not vanish. -/
theorem potential_unique {T : Matrix n n ℂ} (hT : T.IsHermitian) {v v' : n → ℝ}
    {u u' : n → ℂ} (hu : IsGround (hamiltonian T v) u) (hu' : IsGround (hamiltonian T v') u')
    (hd : ∀ i, density u i = density u' i) :
    ∃ c : ℝ, ∀ i, density u i ≠ 0 → v i - v' i = c := by
  obtain ⟨_, E, hE, _⟩ := ground_of_same_density hT hu hu' hd
  obtain ⟨_, E', hE', _⟩ := hu'
  refine ⟨E - E', fun i hi => ?_⟩
  have hui : u' i ≠ 0 := by
    intro h0
    exact hi (by rw [hd i, density, h0]; simp)
  -- subtract the two eigenvalue equations at site `i`
  have h1 := congrFun hE i
  have h2 := congrFun hE' i
  simp only [hamiltonian, Matrix.add_mulVec, Pi.add_apply, Matrix.mulVec_diagonal,
    Pi.smul_apply, smul_eq_mul] at h1 h2
  have h3 : ((v i : ℂ) - v' i) = (E : ℂ) - E' :=
    mul_right_cancel₀ hui (by linear_combination h1 - h2)
  exact_mod_cast h3

/-- Hopping between two sites with amplitude `-1`. -/
def hop : Matrix (Fin 2) (Fin 2) ℂ := !![0, -1; -1, 0]

/-- A two-site model with mirrored potentials meets all hypotheses of the lattice
Hohenberg-Kohn inequality. -/
theorem potential_density_neg_witness :
    hop.IsHermitian ∧ IsGround (hamiltonian hop ![3/4, 4/3]) ![4/5, 3/5] ∧
      IsGround (hamiltonian hop ![4/3, 3/4]) ![3/5, 4/5] ∧
      ¬ IsGround (hamiltonian hop ![3/4, 4/3]) ![3/5, 4/5] := by
  refine ⟨?_, ⟨?_, 0, ?_, fun w => ?_⟩, ⟨?_, 0, ?_, fun w => ?_⟩, ?_⟩
  · ext i j
    fin_cases i <;> fin_cases j <;> simp [hop]
  · norm_num [density, Fin.sum_univ_two]
  · ext i
    fin_cases i <;> norm_num [hamiltonian, hop, Matrix.add_mulVec, Matrix.mulVec_diagonal,
      Matrix.mulVec, dotProduct, Fin.sum_univ_two, Matrix.diagonal_apply]
  · rw [energy_hamiltonian]
    simp [energy, hop, Matrix.mulVec, dotProduct, Fin.sum_univ_two, density, Complex.sq_norm,
      Complex.normSq_apply]
    nlinarith [sq_nonneg (3 * (w 0).re - 4 * (w 1).re), sq_nonneg (3 * (w 0).im - 4 * (w 1).im)]
  · norm_num [density, Fin.sum_univ_two]
  · ext i
    fin_cases i <;> norm_num [hamiltonian, hop, Matrix.add_mulVec, Matrix.mulVec_diagonal,
      Matrix.mulVec, dotProduct, Fin.sum_univ_two, Matrix.diagonal_apply]
  · rw [energy_hamiltonian]
    simp [energy, hop, Matrix.mulVec, dotProduct, Fin.sum_univ_two, density, Complex.sq_norm,
      Complex.normSq_apply]
    nlinarith [sq_nonneg (4 * (w 0).re - 3 * (w 1).re), sq_nonneg (4 * (w 0).im - 3 * (w 1).im)]
  · rintro ⟨_, E, hE, _⟩
    -- the two components would require different eigenvalues
    have h0 := congrFun hE 0
    have h1 := congrFun hE 1
    simp [hamiltonian, hop, Matrix.mulVec, dotProduct, Fin.sum_univ_two] at h0 h1
    have h : (1 : ℂ) = 0 := by linear_combination (-10 / 7) * h0 + (15 / 14) * h1
    exact one_ne_zero h

end

end LatticeHohenbergKohn
```

```lean
#print axioms LatticeHohenbergKohn.potential_density_neg
#print axioms LatticeHohenbergKohn.potential_unique
```

```
'LatticeHohenbergKohn.potential_density_neg' depends on axioms: [propext, Classical.choice, Quot.sound]
'LatticeHohenbergKohn.potential_unique' depends on axioms: [propext, Classical.choice, Quot.sound]
```

## How the definitions and lemmas match the physics

In the file `n` is the finite set of sites, and the density n_i is `density u i`. A state is a function `n → ℂ`. The quantity ε(H, x) is `energy H x`, which is not divided by the norm, and `hamiltonian T v` is T + diag(v). `IsGround` contains the normalization, the eigenvalue equation and the lower bound on all vectors, so it admits any normalized vector of a degenerate ground level.

The main theorem, `potential_density_neg`, assumes that T is Hermitian (`hT`), that u and u' are ground vectors for their own potentials (`hu`, `hu'`), and that u' is not one for v (`hne`). The Hermiticity of the full Hamiltonians is derived in `hamiltonian_hermitian`.

The proof follows the derivation above:

- `energy_one` identifies ‖x‖² with the energy of the identity matrix, so `energy_variation` expands both the energy and the norm.
- `eigen_of_minimal` is the residual argument. Its inner statement `alg` makes the choice of t, and `linear_combination` assembles the quadratic inequality.
- `ground_energy` returns the weak comparison together with the strict one for vectors that are not ground vectors.
- `potential_density_neg` uses the strict part for H and the weak part for H'. It splits both with `energy_hamiltonian`, and `linarith` adds them.
- `ground_of_same_density` argues by contradiction from a zero sum, and `potential_unique` subtracts the eigenvalue equations at one site.

`potential_density_neg_witness` checks that the two-site example satisfies every hypothesis. The lower bounds come from the square in the opening formula and its mirror image |4w₀ − 3w₁|², given to `nlinarith` as real and imaginary parts. To show that u' is not a ground vector for v, the proof compares the two components of the eigenvalue equation, which would require the eigenvalues −7/12 and 7/12.

## One particle, exact vectors, occupied sites

The Hohenberg–Kohn theorem of density-functional theory concerns interacting electrons in continuous space. The result here keeps its variational argument for a single particle on finitely many sites, with no interaction and no density functional. T can be any Hermitian matrix, so complex hopping and disconnected lattices are included.

`potential_unique` says nothing about the potential on sites with zero density. Nor does it say which densities are ground-state densities for a given T, or how to compute a potential from one. There is no estimate of how errors in the density affect the potential, so an inversion can still be badly conditioned where the density is small.

The vectors are exact. Converged numerical vectors satisfy the eigenvalue equation only to a tolerance, and the sign check needs a matching tolerance when the sum is close to zero. If u' may also be a ground vector of H, the check should allow zero: adding two weak comparisons gives ≤ 0, a variant that the file does not state.
